# No eigenvalue branch of [[x, y], [y, −x]] is Fréchet differentiable at the origin

Let E be any real function on the plane whose value at each point (x, y) is an eigenvalue of

H(x, y) = [[x, y], [y, −x]].

Then E is not Fréchet differentiable at the origin, where the two eigenvalues meet. No continuity is assumed: E may switch between the upper and the lower eigenvalue from point to point in any way.

This is a case of a more general statement. Let v be a displacement in a real normed space V, let s, g and h be continuous linear functionals on V, and put

H(v) = [[s(v) + g(v), h(v)], [h(v), s(v) − g(v)]].

Here s is the mean energy, g is half the difference of the diagonal energies, and h is the coupling. A branch, meaning a function E that selects an eigenvalue of H(v) at every v, can be chosen differentiable at v = 0 exactly when g and h are linearly dependent. On the plane s = 0, g = x and h = y, and these are independent.

In this real two-state model, linear in the displacement, the crossing at v = 0 is a conical intersection when g and h are independent. No relabelling of the states then gives an energy with a gradient there, if a gradient is understood as a Fréchet derivative. Partial derivatives alone can still exist, as an example below shows.

## Slopes at the crossing are eigenvalues

Write D = E − s(v) and M = [[g, h], [h, −g]], with g and h evaluated at v. The eigenvalue equation is M c = D c. Since M² = (g² + h²)·1, applying M twice gives D² c = (g² + h²) c, and c ≠ 0 forces

(E − s)² = g² + h².

Conversely, if this holds, the vector (h, D − g) satisfies M c = D c. Its first component gives gh + h(D − g) = Dh, and its second gives h² − g(D − g) = D² − gD = D(D − g). If the vector vanishes, then h = 0 and D = g, and (1, 0) is an eigenvector instead. When it does not vanish, division by √(2D(D − g)) normalises it.

At v = 0 the equation reads E(0)² = 0, so E(0) = 0. At tv with t ≠ 0 it reads

(E(tv) − t s(v))² = t² (g(v)² + h(v)²).

Dividing by t² gives

(E(tv)/t − s(v))² = g(v)² + h(v)².

The right side does not depend on t. If E has a directional derivative d along v, the limit t → 0 yields (d − s(v))² = g(v)² + h(v)², so d is itself an eigenvalue of H(v). This is first-order degenerate perturbation theory: the slopes are eigenvalues of the perturbation.

## A linear slope needs dependent functionals

Suppose E has a Fréchet derivative L at 0. Then L(v) is the directional derivative along v, and the linear functional ℓ = L − s satisfies, for all v,

ℓ(v)² = g(v)² + h(v)².

On the plane this already fails. It requires ℓ(1, 0) = ±1 and ℓ(0, 1) = ±1, so ℓ(1, 1) is −2, 0 or 2, whereas ℓ(1, 1)² should be 2.

In general, write the identity for v + w and subtract those for v and w:

ℓ(v)ℓ(w) = g(v)g(w) + h(v)h(w).

Squaring and using the identity for v and for w separately gives

(g(v)² + h(v)²)(g(w)² + h(w)²) = (g(v)g(w) + h(v)h(w))².

The left side minus the right side is (g(v)h(w) − h(v)g(w))², so

g(v)h(w) − h(v)g(w) = 0 for all v and w.

For fixed w this is a linear relation between g and h with coefficients h(w) and −g(w). If g and h were independent, both coefficients would vanish for every w. Then g = 0, which contradicts independence.

For the converse, let a g + b h = 0 with (a, b) ≠ (0, 0), and let r = √(a² + b²). Take

E = s + (b g − a h)/r.

Because (bg − ah)² + (ag + bh)² = (a² + b²)(g² + h²) and the second square is zero, (E − s)² = g² + h². This branch is linear, hence differentiable.

The smallest interesting case is a single coordinate x, with g = αx and h = βx. Two functionals on a line are always dependent, and the branch E = s + √(α² + β²) x passes smoothly through the crossing. A second coordinate is needed for the obstruction.

## Directional derivatives can all exist

On the plane define B(x, y) = x√(1 + (y/x)²) for x ≠ 0 and B(0, y) = y. Then B² = x² + y², so B is a branch. Also B(tv) = t B(v) for every real t, so B has the directional derivative B(v) at the origin along every v. These slopes do not depend linearly on v: B(1, 0) = B(0, 1) = 1, but B(1, 1) = √2. The obstruction therefore concerns the joint linear approximation and not the individual lines. The energy-ordered branches ±√(x² + y²) behave worse, with a kink along every line through the origin.

## The Lean development

The space `V` is any real normed space, of finite or infinite dimension.

```lean
import Mathlib

open Matrix Filter Topology

namespace ConicalIntersection

noncomputable section

variable {V : Type*} [NormedAddCommGroup V] [NormedSpace ℝ V]
```

A level is defined through the eigenvalue equation, with a real nonzero vector `c` of components `c 0` and `c 1`.

```lean
/-- The real number `E` is an energy level of the two-state Hamiltonian `A`:
the equation `A c = E c` has a nonzero solution `c`. -/
def IsLevel (A : Matrix (Fin 2) (Fin 2) ℝ) (E : ℝ) : Prop :=
  ∃ c : Fin 2 → ℝ, c ≠ 0 ∧ A *ᵥ c = E • c
```

The type `V →L[ℝ] ℝ` is that of continuous linear functionals. The energy zero is placed at the crossing, and terms of higher order in the displacement and complex couplings are left out of the model.

```lean
/-- The two-state Hamiltonian linear in the displacement `v`, with mean energy `s v`,
half the diagonal energy difference `g v` and coupling `h v`. -/
def linearH (s g h : V →L[ℝ] ℝ) (v : V) : Matrix (Fin 2) (Fin 2) ℝ :=
  !![s v + g v, h v; h v, s v - g v]
```

On the plane, `v.1` is x and `v.2` is y.

```lean
/-- The Hamiltonian `[[x, y], [y, -x]]` at the point `(x, y)` of the plane. -/
def planeH (v : ℝ × ℝ) : Matrix (Fin 2) (Fin 2) ℝ :=
  !![v.1, v.2; v.2, -v.1]
```

The secular equation comes first. In the forward direction, `m0` and `m1` combine the two component equations into ((E − s)² − g² − h²) cᵢ = 0, the componentwise form of applying M twice. If the bracket were nonzero, c would vanish. The backward direction supplies the two eigenvectors found above, with `hq` naming the exceptional case.

```lean
/-- The levels `E` at displacement `v` are the solutions of `(E - s)² = g² + h²`. -/
theorem isLevel_iff {s g h : V →L[ℝ] ℝ} {v : V} {E : ℝ} :
    IsLevel (linearH s g h v) E ↔ (E - s v) ^ 2 = g v ^ 2 + h v ^ 2 := by
  -- the eigenvalue equation, component by component
  have key : ∀ c : Fin 2 → ℝ, linearH s g h v *ᵥ c = E • c ↔
      (s v + g v) * c 0 + h v * c 1 = E * c 0 ∧
      h v * c 0 + (s v - g v) * c 1 = E * c 1 := by
    intro c
    simp [funext_iff, Fin.forall_fin_two, linearH, dotProduct, Fin.sum_univ_two]
  constructor
  · rintro ⟨c, hc, hE⟩
    obtain ⟨h0, h1⟩ := (key c).1 hE
    by_contra hne
    have hd : (E - s v) ^ 2 - (g v ^ 2 + h v ^ 2) ≠ 0 := sub_ne_zero.mpr hne
    have m0 : ((E - s v) ^ 2 - (g v ^ 2 + h v ^ 2)) * c 0 = 0 := by
      linear_combination (-(E - s v + g v)) * h0 - h v * h1
    have m1 : ((E - s v) ^ 2 - (g v ^ 2 + h v ^ 2)) * c 1 = 0 := by
      linear_combination (g v - (E - s v)) * h1 - h v * h0
    have k0 : c 0 = 0 := (mul_eq_zero.mp m0).resolve_left hd
    have k1 : c 1 = 0 := (mul_eq_zero.mp m1).resolve_left hd
    apply hc
    funext i
    fin_cases i
    · exact k0
    · exact k1
  · intro hE
    by_cases hq : h v = 0 ∧ E - s v = g v
    · refine ⟨![1, 0], fun hc => one_ne_zero (α := ℝ) (congrFun hc 0), (key _).2 ⟨?_, ?_⟩⟩
      · show (s v + g v) * 1 + h v * 0 = E * 1
        linarith [hq.2]
      · show h v * 1 + (s v - g v) * 0 = E * 0
        linarith [hq.1]
    · refine ⟨![h v, E - s v - g v], fun hc => hq ?_, (key _).2 ⟨?_, ?_⟩⟩
      · have a : h v = 0 := congrFun hc 0
        have b : E - s v - g v = 0 := congrFun hc 1
        exact ⟨a, by linarith⟩
      · show (s v + g v) * h v + h v * (E - s v - g v) = E * h v
        ring
      · show h v * h v + (s v - g v) * (E - s v - g v) = E * (E - s v - g v)
        linear_combination -hE
```

The hypothesis `HasLineDerivAt ℝ E d 0 v` says that t ↦ E(tv) has the two-sided derivative d at t = 0. The proof considers the squared, shifted difference quotient. It tends to (d − s)², and it equals g² + h² for every t ≠ 0, so `tendsto_nhds_unique` identifies the two values.

```lean
/-- If a selected energy branch has a directional derivative `d` at the crossing along `v`,
then `d` is a level of the Hamiltonian at displacement `v`. -/
theorem slope_isLevel {s g h : V →L[ℝ] ℝ} {E : V → ℝ}
    (hE : ∀ v, IsLevel (linearH s g h v) (E v)) {v : V} {d : ℝ}
    (hd : HasLineDerivAt ℝ E d 0 v) : IsLevel (linearH s g h v) d := by
  rw [isLevel_iff]
  have h0 : E 0 = 0 := by
    have := isLevel_iff.1 (hE 0)
    simpa using this
  -- every difference quotient already solves the secular equation
  have hlim := ((hd.tendsto_slope_zero).sub_const (s v)).pow 2
  refine tendsto_nhds_unique hlim (tendsto_const_nhds.congr' ?_)
  filter_upwards [self_mem_nhdsWithin] with t ht
  have ht0 : t ≠ 0 := ht
  have hsec := isLevel_iff.1 (hE (t • v))
  simp only [map_smul, smul_eq_mul] at hsec
  rw [zero_add, h0, sub_zero, smul_eq_mul]
  have hu : t⁻¹ * t = 1 := inv_mul_cancel₀ ht0
  generalize t⁻¹ = u at hu ⊢
  have e : u * E (t • v) - s v = u * (E (t • v) - t * s v) := by
    linear_combination s v * hu
  rw [e, mul_pow, hsec]
  linear_combination (-(u * t + 1) * (g v ^ 2 + h v ^ 2)) * hu
```

The equivalence quantifies over all functions `E : V → ℝ`, and `![g, h]` is the pair whose independence is tested. In the first half, `hL` is the identity for ℓ = L − s, `hp` is its polarised form, and `hsq` is the vanishing square. The hypothesis `hli` is then applied to the coefficients `h w` and `-g w`. In the second half, the linear branch is written down with `r` as the root of a² + b², and `linear_combination` verifies its secular equation.

```lean
/-- An energy branch that is Fréchet differentiable at the crossing can be selected exactly
when the functionals `g` and `h` are linearly dependent. -/
theorem differentiable_branch_iff (s g h : V →L[ℝ] ℝ) :
    (∃ E : V → ℝ, (∀ v, IsLevel (linearH s g h v) (E v)) ∧ DifferentiableAt ℝ E 0) ↔
      ¬ LinearIndependent ℝ ![g, h] := by
  rw [LinearIndependent.pair_iff]
  constructor
  · rintro ⟨E, hE, hd⟩ hli
    obtain ⟨L, hLd⟩ := hd
    have hL : ∀ v, (L v - s v) ^ 2 = g v ^ 2 + h v ^ 2 := fun v =>
      isLevel_iff.1 (slope_isLevel hE (hLd.hasLineDerivAt v))
    -- polarisation: a sum of two squares that is one square has rank at most one
    have hx : ∀ v w, g v * h w - h v * g w = 0 := by
      intro v w
      have h1 := hL v
      have h2 := hL w
      have h3 := hL (v + w)
      simp only [map_add] at h3
      have hp : (L v - s v) * (L w - s w) = g v * g w + h v * h w := by
        linear_combination (h3 - h1 - h2) / 2
      have hsq : (g v * h w - h v * g w) ^ 2 = 0 := by
        linear_combination (-(g w ^ 2 + h w ^ 2)) * h1 - (L v - s v) ^ 2 * h2 +
          ((L v - s v) * (L w - s w) + (g v * g w + h v * h w)) * hp
      exact (pow_eq_zero_iff two_ne_zero).1 hsq
    have hz : ∀ w, h w = 0 ∧ -g w = 0 := fun w => hli (h w) (-g w) (by
      ext v
      show h w * g v + -g w * h v = 0
      linear_combination hx v w)
    have hg : g = 0 := by
      ext w
      show g w = 0
      linarith [(hz w).2]
    exact one_ne_zero (hli 1 0 (by simp [hg])).1
  · intro hli
    simp only [not_forall] at hli
    obtain ⟨a, b, hab, hne⟩ := hli
    have hpos : 0 < a ^ 2 + b ^ 2 := by
      rcases eq_or_ne a 0 with ha | ha
      · have hb : b ≠ 0 := fun hb => hne ⟨ha, hb⟩
        positivity
      · positivity
    obtain ⟨r, hr0, hr⟩ : ∃ r : ℝ, r ≠ 0 ∧ r ^ 2 = a ^ 2 + b ^ 2 :=
      ⟨√(a ^ 2 + b ^ 2), (Real.sqrt_pos.2 hpos).ne', Real.sq_sqrt hpos.le⟩
    -- the branch is itself a linear functional
    refine ⟨fun v => (s + r⁻¹ • (b • g - a • h)) v, fun v => isLevel_iff.2 ?_,
      (s + r⁻¹ • (b • g - a • h)).differentiableAt⟩
    have hv : a * g v + b * h v = 0 := DFunLike.congr_fun hab v
    show (s v + r⁻¹ * (b * g v - a * h v) - s v) ^ 2 = g v ^ 2 + h v ^ 2
    have hu : r⁻¹ * r = 1 := inv_mul_cancel₀ hr0
    generalize r⁻¹ = u at hu ⊢
    linear_combination (-u ^ 2 * (a * g v + b * h v)) * hv -
      u ^ 2 * (g v ^ 2 + h v ^ 2) * hr + (u * r + 1) * (g v ^ 2 + h v ^ 2) * hu
```

The plane Hamiltonian is the case in which g and h are the coordinate projections.

```lean
/-- The plane Hamiltonian is the linear two-state Hamiltonian with zero mean energy, `g = x`
and `h = y`. -/
theorem planeH_eq (v : ℝ × ℝ) :
    planeH v = linearH 0 (ContinuousLinearMap.fst ℝ ℝ ℝ) (ContinuousLinearMap.snd ℝ ℝ ℝ) v := by
  simp [planeH, linearH]
```

To apply the equivalence, it remains to show that the projections are independent. Evaluating a relation a x + b y = 0 at (1, 0) and at (0, 1) gives a = 0 and b = 0. Lean's norm on `ℝ × ℝ` is the maximum norm, which is equivalent to the Euclidean one and gives the same notion of differentiability.

```lean
/-- No function selecting an eigenvalue of `[[x, y], [y, -x]]` at every point of the plane is
Fréchet differentiable at the origin. -/
theorem no_differentiable_branch (E : ℝ × ℝ → ℝ) (hE : ∀ v, IsLevel (planeH v) (E v)) :
    ¬ DifferentiableAt ℝ E 0 := by
  intro hd
  refine (differentiable_branch_iff 0 (ContinuousLinearMap.fst ℝ ℝ ℝ)
    (ContinuousLinearMap.snd ℝ ℝ ℝ)).1 ⟨E, fun v => planeH_eq v ▸ hE v, hd⟩ ?_
  rw [LinearIndependent.pair_iff]
  intro a b hab
  exact ⟨by simpa using DFunLike.congr_fun hab ((1 : ℝ), (0 : ℝ)),
    by simpa using DFunLike.congr_fun hab ((0 : ℝ), (1 : ℝ))⟩
```

The function B appears as `straightBranch`.

```lean
/-- The function equal to `x √(1 + (y/x)²)` off the line `x = 0` and to `y` on it. -/
def straightBranch (v : ℝ × ℝ) : ℝ :=
  if v.1 = 0 then v.2 else v.1 * √(1 + (v.2 / v.1) ^ 2)
```

The last theorem states both of its properties: it selects a level everywhere, and its slope at the origin along v is its own value at v. The first part checks the secular equation on and off the line x = 0. In the second, `hom` is the relation B(tv) = t B(v), which turns the restriction to each line into a linear function of t.

```lean
/-- `straightBranch` selects a level of the plane Hamiltonian at every point, and at the origin
it has a directional derivative along every `v`, equal to its value at `v`. -/
theorem straightBranch_directional :
    (∀ v, IsLevel (planeH v) (straightBranch v)) ∧
      ∀ v, HasLineDerivAt ℝ straightBranch (straightBranch v) 0 v := by
  constructor
  · intro v
    rw [planeH_eq, isLevel_iff]
    show (straightBranch v - 0) ^ 2 = v.1 ^ 2 + v.2 ^ 2
    unfold straightBranch
    split_ifs with hx
    · simp [hx]
    · rw [sub_zero, mul_pow, Real.sq_sqrt (by positivity)]
      have hq : v.1 * (v.2 / v.1) = v.2 := by field_simp
      generalize v.2 / v.1 = q at hq ⊢
      linear_combination (v.1 * q + v.2) * hq
  · intro v
    -- along each line through the origin the branch is linear
    have hom : ∀ t : ℝ, straightBranch (0 + t • v) = t * straightBranch v := by
      intro t
      rw [zero_add]
      rcases eq_or_ne t 0 with ht | ht
      · simp [straightBranch, ht]
      · by_cases hx : v.1 = 0
        · simp [straightBranch, hx]
        · simp [straightBranch, hx, ht, mul_div_mul_left _ _ ht, mul_assoc]
    unfold HasLineDerivAt
    rw [funext hom]
    exact hasDerivAt_mul_const (straightBranch v)

end

end ConicalIntersection
```

```lean
#print axioms ConicalIntersection.no_differentiable_branch
-- 'ConicalIntersection.no_differentiable_branch' depends on axioms: [propext, Classical.choice, Quot.sound]
#print axioms ConicalIntersection.straightBranch_directional
-- 'ConicalIntersection.straightBranch_directional' depends on axioms: [propext, Classical.choice, Quot.sound]
```
